# Hellmann-Feynman with an overlap matrix: the derivative of a generalized eigenvalue along a continuous state

The eigenstate is modelled as a given function \(x(t)\) of one real parameter, required only to be continuous at the point \(t_0\) where the derivative is taken. It is not the output of a diagonalisation routine, and it need not be differentiable. The matrices \(H(t)\) and \(S(t)\), Hamiltonian and overlap in a finite basis, are differentiable entry by entry at \(t_0\) and Hermitian there. The energy \(e(t)\) is a real function.

If \(H(t)x(t)=e(t)S(t)x(t)\) holds for all \(t\) near \(t_0\), and \(x^\dagger Sx=1\) at \(t_0\), then \(e\) is differentiable at \(t_0\) and

\[
e' = x^\dagger\,(H'-e\,S')\,x ,
\]

with everything on the right evaluated at \(t_0\). For any other nonzero value of \(x^\dagger Sx\), the right-hand side is divided by that value.

## The overlap term in a force routine

In an ultrasoft calculation with plane waves and a fixed cell, let \(t\) be one Cartesian coordinate of one atom. The basis does not move, but the atom's projectors do: in the projector matrix \(P\), each of their columns carries the phase \(e^{-i(k+G)\cdot R}\) in the row of the plane wave \(k+G\), where \(k\) is the Bloch vector, \(G\) a reciprocal lattice vector and \(R\) the atom's position. The derivative of that entry is the entry multiplied by \(-i(k+G)_t\), where the subscript denotes the component along the displacement; the columns of other atoms have zero derivative. For each band the code forms the projections \(c=P^\dagger x\) and \(d=P'^\dagger x\), and contracts them with \(D-eQ\), where the Hermitian matrices \(D\) and \(Q\) hold the nonlocal strengths and the augmentation charges. If the level is not degenerate, the contribution to the eigenvalue derivative is

\[
d^\dagger(D-eQ)c+c^\dagger(D-eQ)d = 2\,\mathrm{Re}\,d^\dagger(D-eQ)c ,
\]

and for every band, degenerate or not, this expression enters the force with a minus sign and the band's occupation. The theorem below establishes this eigenvalue derivative in a one-parameter model with constant \(D\) and \(Q\). In a full ultrasoft calculation \(D\) contains integrals of the effective potential with the augmentation functions, so it changes as the atom moves. The eigenvalue derivative then gains the term \(c^\dagger D'c\), and the total-energy force has further terms.

## From a finite displacement to the derivative

Write subscript 0 for the reference geometry and 1 for a displaced one. The displaced eigenvalue equation gives

\[
x_0^\dagger H_1x_1=e_1\,x_0^\dagger S_1x_1 .
\]

At the reference geometry, \(H_0\) and \(S_0\) are Hermitian and \(e_0\) is real, so both matrices can act to the left:

\[
x_0^\dagger H_0x_1=(H_0x_0)^\dagger x_1=e_0(S_0x_0)^\dagger x_1=e_0\,x_0^\dagger S_0x_1 .
\]

Subtract the second equation from the first, then subtract \(e_0x_0^\dagger(S_1-S_0)x_1\) from both sides. The terms in \(e_0x_0^\dagger S_0x_1\) cancel, leaving

\[
(e_1-e_0)\,x_0^\dagger S_1x_1
= x_0^\dagger\big[(H_1-H_0)-e_0(S_1-S_0)\big]x_1 .
\]

This is exact for a displacement of any size. Now set \(x_0=x(t_0)\), \(x_1=x(t)\), and likewise for the other quantities. As \(t\to t_0\), the factor \(x_0^\dagger S(t)x(t)\) tends to \(x_0^\dagger S_0x_0\neq0\), so it is nonzero near \(t_0\) and we may divide:

\[
\frac{e(t)-e(t_0)}{t-t_0}
=\frac{x_0^\dagger\left[\dfrac{H(t)-H_0}{t-t_0}-e_0\dfrac{S(t)-S_0}{t-t_0}\right]x(t)}{x_0^\dagger S(t)x(t)} .
\]

The right-hand side converges to \(x_0^\dagger(H'-e_0S')x_0/(x_0^\dagger S_0x_0)\). No derivative of \(x\) has appeared, and the differentiability of \(e\) is a result.

For the ultrasoft form, take \(H=K+PDP^\dagger\) and \(S=1+PQP^\dagger\), with \(K\) the kinetic energy plus the local potential. The product rule gives

\[
H'=K'+P'DP^\dagger+PDP'^\dagger,\qquad
S'=P'QP^\dagger+PQP'^\dagger .
\]

Since \(x^\dagger P'DP^\dagger x=d^\dagger Dc\), and similarly for the other terms,

\[
e'=x^\dagger K'x+d^\dagger(D-eQ)c+c^\dagger(D-eQ)d .
\]

A two-orbital dimer isolates the overlap term. Let \(H\) have diagonal entries \(\alpha\) and off-diagonal entries \(\beta\), both fixed, and let \(S\) have diagonal entries 1 and off-diagonal entries \(s\). The vector \(v=(1,1)\) has \(e=(\alpha+\beta)/(1+s)\) and \(v^\dagger Sv=2(1+s)\). With \(s\) as the parameter, \(H'=0\) and \(v^\dagger S'v=2\), so \(e'=-(\alpha+\beta)/(1+s)^2\). For \(s>-1\) the normalised vector is \(x=v/\sqrt{2(1+s)}\), with \(x^\dagger S'x=1/(1+s)\).

## The Lean file

```lean
import Mathlib

open Matrix Filter Topology

namespace OverlapHellmannFeynman

noncomputable section

variable {n m : Type*} [Fintype n] [Fintype m]

/-- The matrix element `uᴴ A v` of an operator in a finite basis. -/
def braket (u : n → ℂ) (A : Matrix n n ℂ) (v : n → ℂ) : ℂ :=
  star u ⬝ᵥ (A *ᵥ v)

/-- The matrix element of a difference of operators is the difference of matrix elements. -/
theorem braket_sub (u v : n → ℂ) (A B : Matrix n n ℂ) :
    braket u (A - B) v = braket u A v - braket u B v := by
  simp only [braket, Matrix.sub_mulVec, dotProduct_sub]

/-- A scalar factor of the operator comes out of the matrix element. -/
theorem braket_smul (u v : n → ℂ) (c : ℂ) (A : Matrix n n ℂ) :
    braket u (c • A) v = c * braket u A v := by
  simp only [braket, dotProduct, Matrix.mulVec, Matrix.smul_apply, smul_eq_mul, Finset.mul_sum]
  exact Finset.sum_congr rfl fun i _ => Finset.sum_congr rfl fun j _ => by ring

/-- Matrix elements with a fixed bra converge when the operator entries and the ket converge. -/
theorem tendsto_braket {l : Filter ℝ} {A : ℝ → Matrix n n ℂ} {A0 : Matrix n n ℂ}
    {y : ℝ → n → ℂ} {y0 : n → ℂ} (u : n → ℂ)
    (hA : ∀ i j, Tendsto (fun t => A t i j) l (𝓝 (A0 i j))) (hy : Tendsto y l (𝓝 y0)) :
    Tendsto (fun t => braket u (A t) (y t)) l (𝓝 (braket u A0 y0)) := by
  simp only [braket, dotProduct, Matrix.mulVec]
  exact tendsto_finsetSum _ fun i _ => tendsto_const_nhds.mul
    (tendsto_finsetSum _ fun j _ => (hA i j).mul (tendsto_pi_nhds.1 hy j))

/-- Exact identity for the energy difference between two generalized eigenproblems, multiplied by
`x0ᴴ S1 x1`, for a finite displacement. The Hamiltonian and overlap of the reference problem are
Hermitian. -/
theorem energy_difference {H0 H1 S0 S1 : Matrix n n ℂ} {x0 x1 : n → ℂ} {e0 e1 : ℝ}
    (hH : H0.IsHermitian) (hS : S0.IsHermitian)
    (h0 : H0 *ᵥ x0 = (e0 : ℂ) • (S0 *ᵥ x0)) (h1 : H1 *ᵥ x1 = (e1 : ℂ) • (S1 *ᵥ x1)) :
    ((e1 : ℂ) - e0) * braket x0 S1 x1 =
      braket x0 ((H1 - H0) - (e0 : ℂ) • (S1 - S0)) x1 := by
  -- a Hermitian operator may act on the bra
  have move : ∀ A : Matrix n n ℂ, A.IsHermitian →
      braket x0 A x1 = star (A *ᵥ x0) ⬝ᵥ x1 := fun A hA => by
    rw [braket, Matrix.star_mulVec, hA.eq, Matrix.dotProduct_mulVec]
  have left : braket x0 H0 x1 = e0 * braket x0 S0 x1 := by
    rw [move H0 hH, move S0 hS, h0, star_smul, smul_dotProduct]
    simp
  have right : braket x0 H1 x1 = e1 * braket x0 S1 x1 := by
    simp only [braket, h1, dotProduct_smul, smul_eq_mul]
  rw [braket_sub, braket_smul, braket_sub, braket_sub, left, right]
  ring

/-- Hellmann-Feynman theorem with overlap for a state of any nonzero norm `xᴴ S x`.
`H` and `S` are differentiable and Hermitian at `t0`, the state is continuous there, and the
generalized eigenvalue equation holds near `t0`. -/
theorem hellmann_feynman_overlap {H S : ℝ → Matrix n n ℂ} {H' S' : Matrix n n ℂ}
    {x : ℝ → n → ℂ} {e : ℝ → ℝ} {t0 : ℝ}
    (hHs : (H t0).IsHermitian) (hSs : (S t0).IsHermitian)
    (hH : ∀ i j, HasDerivAt (fun t => H t i j) (H' i j) t0)
    (hS : ∀ i j, HasDerivAt (fun t => S t i j) (S' i j) t0)
    (hx : ContinuousAt x t0)
    (heig : ∀ᶠ t in 𝓝 t0, H t *ᵥ x t = (e t : ℂ) • (S t *ᵥ x t))
    (hN : braket (x t0) (S t0) (x t0) ≠ 0) :
    HasDerivAt (fun t => (e t : ℂ))
      (braket (x t0) (H' - (e t0 : ℂ) • S') (x t0) / braket (x t0) (S t0) (x t0)) t0 := by
  have hx' : Tendsto x (𝓝[≠] t0) (𝓝 (x t0)) := hx.tendsto.mono_left nhdsWithin_le_nhds
  have hden : Tendsto (fun t => braket (x t0) (S t) (x t)) (𝓝[≠] t0)
      (𝓝 (braket (x t0) (S t0) (x t0))) :=
    tendsto_braket _ (fun i j =>
      (hS i j).continuousAt.tendsto.mono_left nhdsWithin_le_nhds) hx'
  -- difference quotients of the operators converge, entry by entry
  have hnum : Tendsto (fun t => braket (x t0) ((((t - t0)⁻¹ : ℝ) : ℂ) •
      ((H t - H t0) - (e t0 : ℂ) • (S t - S t0))) (x t)) (𝓝[≠] t0)
      (𝓝 (braket (x t0) (H' - (e t0 : ℂ) • S') (x t0))) := by
    refine tendsto_braket _ (fun i j => ?_) hx'
    simp only [Matrix.sub_apply, Matrix.smul_apply, smul_eq_mul]
    refine Tendsto.congr (fun t => ?_) ((hasDerivAt_iff_tendsto_slope.1 (hH i j)).sub
      ((hasDerivAt_iff_tendsto_slope.1 (hS i j)).const_mul (e t0 : ℂ)))
    simp only [slope_def_module, Complex.real_smul]
    ring
  rw [hasDerivAt_iff_tendsto_slope]
  refine Tendsto.congr' ?_ (hnum.div hden hN)
  filter_upwards [heig.filter_mono nhdsWithin_le_nhds, hden.eventually_ne hN] with t ht hNt
  change braket _ _ _ / braket _ _ _ = _
  rw [div_eq_iff hNt, slope_def_module, Complex.real_smul, braket_smul,
    ← energy_difference hHs hSs heig.self_of_nhds ht]
  ring

/-- Hellmann-Feynman theorem with overlap term: `e' = xᴴ (H' - e S') x` at `t0`, where
`xᴴ S x = 1`. `H` and `S` are differentiable and Hermitian at `t0`, `x` is continuous there, and
`H x = e S x` holds near `t0`. -/
theorem hellmann_feynman_normalised {H S : ℝ → Matrix n n ℂ} {H' S' : Matrix n n ℂ}
    {x : ℝ → n → ℂ} {e : ℝ → ℝ} {t0 : ℝ}
    (hHs : (H t0).IsHermitian) (hSs : (S t0).IsHermitian)
    (hH : ∀ i j, HasDerivAt (fun t => H t i j) (H' i j) t0)
    (hS : ∀ i j, HasDerivAt (fun t => S t i j) (S' i j) t0)
    (hx : ContinuousAt x t0)
    (heig : ∀ᶠ t in 𝓝 t0, H t *ᵥ x t = (e t : ℂ) • (S t *ᵥ x t))
    (hN : braket (x t0) (S t0) (x t0) = 1) :
    HasDerivAt (fun t => (e t : ℂ)) (braket (x t0) (H' - (e t0 : ℂ) • S') (x t0)) t0 := by
  have h := hellmann_feynman_overlap hHs hSs hH hS hx heig (by rw [hN]; exact one_ne_zero)
  rwa [hN, div_one] at h

/-- A local operator `K` plus a nonlocal part `P D Pᴴ`, with projector functions as the columns
of `P` and strengths `D`. -/
def dressed (K : Matrix n n ℂ) (P : Matrix n m ℂ) (D : Matrix m m ℂ) : Matrix n n ℂ :=
  K + P * D * Pᴴ

omit [Fintype n] in
/-- Product rule for `K + P D Pᴴ` when `K` and the projectors are differentiable at `t0` and the
strengths `D` are constant. -/
theorem hasDerivAt_dressed {K : ℝ → Matrix n n ℂ} {K' : Matrix n n ℂ}
    {P : ℝ → Matrix n m ℂ} {P' : Matrix n m ℂ} {t0 : ℝ} (D : Matrix m m ℂ)
    (hK : ∀ i j, HasDerivAt (fun t => K t i j) (K' i j) t0)
    (hP : ∀ i a, HasDerivAt (fun t => P t i a) (P' i a) t0) (i j : n) :
    HasDerivAt (fun t => dressed (K t) (P t) D i j)
      ((K' + P' * D * (P t0)ᴴ + P t0 * D * P'ᴴ) i j) t0 := by
  have hf : (fun t => dressed (K t) (P t) D i j) =
      fun t => K t i j + ∑ b, (∑ a, P t i a * D a b) * star (P t j b) := by
    funext t
    simp only [dressed, Matrix.add_apply, Matrix.mul_apply, Matrix.conjTranspose_apply]
  rw [hf]
  refine HasDerivAt.congr_deriv (HasDerivAt.fun_add (hK i j) (HasDerivAt.fun_sum fun b _ =>
    HasDerivAt.fun_mul (HasDerivAt.fun_sum fun a _ => (hP i a).mul_const (D a b))
      (hP j b).star)) ?_
  simp only [Matrix.add_apply, Matrix.mul_apply, Matrix.conjTranspose_apply,
    Finset.sum_add_distrib, add_assoc]

/-- Energy derivative for `H = K + P D Pᴴ` and `S = 1 + P Q Pᴴ` with moving projectors and
constant Hermitian `D`, `Q`. `K` and `P` are differentiable at `t0`, `K` is Hermitian and `x`
continuous and normalised there, and `H x = e S x` holds near `t0`. -/
theorem ultrasoft_force [DecidableEq n] {K : ℝ → Matrix n n ℂ} {K' : Matrix n n ℂ}
    {P : ℝ → Matrix n m ℂ} {P' : Matrix n m ℂ} {D Q : Matrix m m ℂ}
    {x : ℝ → n → ℂ} {e : ℝ → ℝ} {t0 : ℝ}
    (hKs : (K t0).IsHermitian) (hD : D.IsHermitian) (hQ : Q.IsHermitian)
    (hK : ∀ i j, HasDerivAt (fun t => K t i j) (K' i j) t0)
    (hP : ∀ i a, HasDerivAt (fun t => P t i a) (P' i a) t0)
    (hx : ContinuousAt x t0)
    (heig : ∀ᶠ t in 𝓝 t0,
      dressed (K t) (P t) D *ᵥ x t = (e t : ℂ) • (dressed 1 (P t) Q *ᵥ x t))
    (hN : braket (x t0) (dressed 1 (P t0) Q) (x t0) = 1) :
    HasDerivAt (fun t => (e t : ℂ))
      (braket (x t0) K' (x t0)
        + braket (P'ᴴ *ᵥ x t0) (D - (e t0 : ℂ) • Q) ((P t0)ᴴ *ᵥ x t0)
        + braket ((P t0)ᴴ *ᵥ x t0) (D - (e t0 : ℂ) • Q) (P'ᴴ *ᵥ x t0)) t0 := by
  have hadd : ∀ A B : Matrix n n ℂ, braket (x t0) (A + B) (x t0) =
      braket (x t0) A (x t0) + braket (x t0) B (x t0) := fun A B => by
    simp only [braket, Matrix.add_mulVec, dotProduct_add]
  -- nonlocal operators only see the projections of the state
  have hproj : ∀ (A C : Matrix n m ℂ) (B : Matrix m m ℂ),
      braket (x t0) (A * B * Cᴴ) (x t0) = braket (Aᴴ *ᵥ x t0) B (Cᴴ *ᵥ x t0) :=
    fun A C B => by
      simp only [braket, Matrix.star_mulVec, Matrix.conjTranspose_conjTranspose,
        ← Matrix.dotProduct_mulVec, Matrix.mulVec_mulVec, Matrix.mul_assoc]
  have h := hellmann_feynman_normalised
    (H := fun t => dressed (K t) (P t) D) (S := fun t => dressed 1 (P t) Q)
    (hKs.add (Matrix.isHermitian_mul_mul_conjTranspose (P t0) hD))
    (Matrix.isHermitian_one.add (Matrix.isHermitian_mul_mul_conjTranspose (P t0) hQ))
    (hasDerivAt_dressed D hK hP)
    (hasDerivAt_dressed (K := fun _ => 1) (K' := 0) Q (fun i j => hasDerivAt_const t0 _) hP)
    hx heig hN
  refine h.congr_deriv ?_
  simp only [zero_add, braket_sub, braket_smul, hadd, hproj]
  ring

/-- The symmetric two-orbital matrix with diagonal entries `a` and off-diagonal entries `b`. -/
def dimer (a b : ℝ) : Matrix (Fin 2) (Fin 2) ℂ := !![(a : ℂ), (b : ℂ); (b : ℂ), (a : ℂ)]

/-- Two orbitals with fixed Hamiltonian entries `α`, `β` and variable overlap `s ≠ -1`: the vector
`(1, 1)` has energy `(α + β) / (1 + s)`, whose derivative in `s` is `-(α + β) / (1 + s)²`. -/
theorem dimer_witness (α β s : ℝ) (hs : 1 + s ≠ 0) :
    dimer α β *ᵥ ![1, 1] = (((α + β) / (1 + s) : ℝ) : ℂ) • (dimer 1 s *ᵥ ![1, 1]) ∧
    HasDerivAt (fun r : ℝ => (((α + β) / (1 + r) : ℝ) : ℂ))
      ((-(α + β) / (1 + s) ^ 2 : ℝ) : ℂ) s := by
  have key : ∀ r E : ℝ, E * (1 + r) = α + β →
      dimer α β *ᵥ ![1, 1] = (E : ℂ) • (dimer 1 r *ᵥ ![1, 1]) := by
    intro r E h
    have hC : (E : ℂ) * (1 + r) = α + β := by exact_mod_cast h
    ext i
    fin_cases i <;> simp [dimer, Matrix.mulVec, dotProduct, Fin.sum_univ_succ] <;>
      linear_combination -hC
  refine ⟨key s _ (div_mul_cancel₀ _ hs), ?_⟩
  have hherm : ∀ a b : ℝ, (dimer a b).IsHermitian := fun a b =>
    Matrix.IsHermitian.ext fun i j => by fin_cases i <;> fin_cases j <;> simp [dimer]
  have hb : ∀ a b : ℝ, braket ![1, 1] (dimer a b) ![1, 1] = 2 * ((a : ℂ) + b) := by
    intro a b
    simp [braket, dimer, Matrix.mulVec, dotProduct, Fin.sum_univ_succ]
    ring
  have hz : braket (![1, 1] : Fin 2 → ℂ) 0 ![1, 1] = 0 := by simp [braket]
  have hc : (1 : ℂ) + s ≠ 0 := by exact_mod_cast hs
  have hid : HasDerivAt (fun r : ℝ => (r : ℂ)) 1 s := by
    simpa using (hasDerivAt_id s).ofReal_comp
  have hev : ∀ᶠ r in 𝓝 s, 1 + r ≠ 0 :=
    (show ContinuousAt (fun r : ℝ => 1 + r) s by fun_prop).eventually_ne hs
  -- the Hamiltonian is constant, so only the overlap term contributes
  refine (hellmann_feynman_overlap (H := fun _ => dimer α β) (S := fun r => dimer 1 r)
    (H' := 0) (S' := dimer 0 1) (x := fun _ => ![1, 1]) (e := fun r => (α + β) / (1 + r))
    (hherm α β) (hherm 1 s) (fun i j => hasDerivAt_const s _) (fun i j => ?_)
    continuousAt_const (hev.mono fun r hr => key r _ (div_mul_cancel₀ _ hr)) ?_).congr_deriv ?_
  · fin_cases i <;> fin_cases j <;> simp [dimer, hid, hasDerivAt_const]
  · rw [hb]
    exact mul_ne_zero two_ne_zero (by exact_mod_cast hs)
  · simp only [braket_sub, braket_smul, hb, hz]
    push_cast
    field_simp
    ring

end

end OverlapHellmannFeynman
```

```lean
#print axioms OverlapHellmannFeynman.hellmann_feynman_overlap
#print axioms OverlapHellmannFeynman.ultrasoft_force
```

```
'OverlapHellmannFeynman.hellmann_feynman_overlap' depends on axioms: [propext, Classical.choice, Quot.sound]
'OverlapHellmannFeynman.ultrasoft_force' depends on axioms: [propext, Classical.choice, Quot.sound]
```

## Reading the statements and their proofs

`braket u A v` is \(u^\dagger Av\). In the two theorems named `hellmann_feynman_…`, the arguments `hH` and `hS` are the entrywise derivatives, `hx` is the continuity of the state, and `heig` is the eigenvalue equation, where `∀ᶠ t in 𝓝 t0` means "for all \(t\) close enough to \(t_0\)". The energy is cast to the complex numbers, so the conclusion equates the full complex matrix element with the derivative of a real function.

`braket_sub` and `braket_smul` supply linearity in the operator, and `tendsto_braket` takes limits through the finite sums. In `energy_difference`, `move` lets a Hermitian matrix act on the bra, `left` and `right` are the two eigenvalue relations above, and `ring` does the subtraction.

In `hellmann_feynman_overlap`, `hden` and `hnum` are the limits of the denominator and numerator. The `filter_upwards` step restricts to nearby \(t\neq t_0\) where the denominator is nonzero, and there `energy_difference` identifies the quotient with the slope of \(e\). `hellmann_feynman_normalised` sets the norm to one.

`dressed` builds \(K+PDP^\dagger\), and `hasDerivAt_dressed` is its product rule. `ultrasoft_force` applies the normalised theorem to the two dressed matrices; its local lemma `hproj` turns matrix elements into contractions of projections. In `dimer_witness`, `key` verifies the eigenvalue equation, and the derivative is obtained from `hellmann_feynman_overlap`, which confirms that its hypotheses can be met with a varying overlap.

## Level crossings, convergence and self-consistency

Continuity of the state matters at a level crossing. Take \(S=1\) and \(H(t)=\mathrm{diag}(t,-t)\), and follow the lowest level: \(x(t)=(0,1)\) for \(t\ge0\) and \(x(t)=(1,0)\) for \(t<0\). Then \(e(t)=-|t|\), which has no derivative at \(0\), although the formula returns \(-1\), the slope from the right. Every other hypothesis holds, so normalisation at all \(t\) together with continuity from the right does not suffice. A diagonalisation at \(t=0\) alone may also return the mixture \((1,1)/\sqrt2\), for which the formula gives 0, the slope of neither level.

The theorems take a continuous branch as given and do not construct one. They also require the eigenvalue equation to hold exactly near \(t_0\), so they give no error estimate for a partly converged state. Positive definiteness of \(S\) is not assumed; a nonzero \(x^\dagger Sx\) is enough.

The general theorem permits a self-consistent \(H(t)\), provided that \(H'\) is its total derivative, including the response of the potential. What it then gives is the derivative of one eigenvalue, which is not in general that of the total energy. In a basis that moves with the atoms, \(H'\) and \(S'\) must likewise include the derivatives of the basis functions.
